# For F_NN > 0, fixing the chemical potential leaves the force unchanged and never raises the force constant

The electron number N is treated here as a continuous real variable, on the same footing as a single nuclear coordinate x. The energy F(N, x) is then a function on the whole plane, and N is best read as the excess of electrons over the neutral metal, since negative values are allowed. An energy with kinks at integer N is excluded wherever smoothness is assumed below.

```lean
import Mathlib

open Set

namespace ForcesInMetals

noncomputable section
```

Subscripts denote partial derivatives. F_N is the derivative along a line of fixed x, and in Lean it is `dN F`, an ordinary one-variable derivative.

```lean
/-- The partial derivative of `F(N, x)` with respect to the electron number `N`. -/
def dN (F : ℝ × ℝ → ℝ) (p : ℝ × ℝ) : ℝ := deriv (fun n => F (n, p.2)) p.1
```

Likewise F_x, which is `dX F`, is taken at fixed N. The force at fixed electron number is −F_x. Second derivatives are iterated: F_Nx, with N first and x second, is `dX (dN F)`, and F_xN is `dN (dX F)`.

```lean
/-- The partial derivative of `F(N, x)` with respect to the nuclear coordinate `x`. -/
def dX (F : ℝ × ℝ → ℝ) (p : ℝ × ℝ) : ℝ := deriv (fun x => F (p.1, x)) p.2
```

The number μ is the chemical potential imposed by a reservoir, and N(x) is the electron number at geometry x. The path N(x) is given, not constructed: its differentiability and the condition F_N = μ enter as hypotheses. The grand potential along the path is

G(x) = F(N(x), x) − μ N(x).

```lean
/-- The grand potential `G(x) = F(N(x), x) - μ N(x)` along a path `N(x)` of electron numbers. -/
def grandPotential (F : ℝ × ℝ → ℝ) (μ : ℝ) (N : ℝ → ℝ) (x : ℝ) : ℝ :=
  F (N x, x) - μ * N x
```

## (a) Partial derivatives and the total derivative

**Task.** Let F be differentiable at p = (n, x), with total derivative DF(p), a linear map on the plane. Show that

F_N(p) = DF(p)(1, 0) and F_x(p) = DF(p)(0, 1).

**Solution.** Differentiability along the first axis says

F(n + h, x) = F(n, x) + h DF(p)(1, 0) + o(h).

Subtract F(n, x), divide by h and let h → 0. The second equation follows in the same way from a step (0, h).

In Lean, DF(p) is `fderiv ℝ F p`. The proof composes F with the two coordinate lines, whose velocities are (1, 0) and (0, 1).

```lean
variable {F : ℝ × ℝ → ℝ} {N : ℝ → ℝ} {μ : ℝ}

/-- For differentiable `F`, the two partial derivatives are the components of the total
derivative. -/
theorem partials_eq_fderiv {p : ℝ × ℝ} (hF : DifferentiableAt ℝ F p) :
    dN F p = fderiv ℝ F p (1, 0) ∧ dX F p = fderiv ℝ F p (0, 1) := by
  obtain ⟨n, x⟩ := p
  constructor
  · exact (HasFDerivAt.comp_hasDerivAt (f := fun m : ℝ => (m, x)) n hF.hasFDerivAt
      ((hasDerivAt_id' n).prodMk (hasDerivAt_const n x))).deriv
  · exact (HasFDerivAt.comp_hasDerivAt (f := fun y : ℝ => (n, y)) x hF.hasFDerivAt
      ((hasDerivAt_const x n).prodMk (hasDerivAt_id' x))).deriv
```

## (b) The energy along a path

**Task.** Let N be differentiable at x and F differentiable at (N(x), x). Show that

d/dx F(N(x), x) = F_N N′ + F_x,

with the partial derivatives taken at (N(x), x).

**Solution.** The curve (N(x), x) has velocity (N′, 1) = N′ (1, 0) + (0, 1). By linearity,

DF(N′, 1) = N′ DF(1, 0) + DF(0, 1),

and part (a) names the two terms.

`HasDerivAt f c x` means that f is differentiable at x with derivative c. The splitting of the velocity is `hv`, and `map_add` and `map_smul` apply linearity.

```lean
/-- Chain rule: if `F` and `N` are differentiable, then `F(N(x), x)` changes with `x` at the
rate `F_N N' + F_x`. -/
theorem hasDerivAt_along_path {x N' : ℝ} (hF : DifferentiableAt ℝ F (N x, x))
    (hN : HasDerivAt N N' x) :
    HasDerivAt (fun y => F (N y, y)) (dN F (N x, x) * N' + dX F (N x, x)) x := by
  have h := HasFDerivAt.comp_hasDerivAt (f := fun y : ℝ => (N y, y)) x hF.hasFDerivAt
    (hN.prodMk (hasDerivAt_id' x))
  refine h.congr_deriv ?_
  have hv : ((N', 1) : ℝ × ℝ) = N' • ((1, 0) : ℝ × ℝ) + (0, 1) := by simp
  rw [hv, map_add, map_smul, smul_eq_mul, (partials_eq_fderiv hF).1,
    (partials_eq_fderiv hF).2]
  ring
```

## (c) The order of differentiation

**Task.** Let F be C². Show that F_N and F_x are differentiable and that everywhere

F_xN = F_Nx.

**Solution.** The components of DF are C¹, so F_N and F_x are differentiable. For small h > 0 consider

Δ = F(N + h, x + h) − F(N + h, x) − F(N, x + h) + F(N, x).

Apply the mean value theorem first in N, to F(·, x + h) − F(·, x), and then in x. This gives Δ = h² F_Nx at some point of the square of side h. In the opposite order, Δ = h² F_xN at another such point. Divide by h² and let h → 0; continuity gives the equality.

The Lean proof takes the symmetry from Mathlib's `second_derivative_symmetric`. The step `key` first rewrites each iterated partial derivative as the second total derivative applied to two directions.

```lean
/-- For a C² energy, both first partial derivatives are differentiable and the mixed second
derivatives agree. -/
theorem mixed_partials (hF : ContDiff ℝ 2 F) :
    Differentiable ℝ (dN F) ∧ Differentiable ℝ (dX F) ∧
      ∀ p, dN (dX F) p = dX (dN F) p := by
  have hd : Differentiable ℝ F := hF.differentiable (by norm_num)
  have hd2 : Differentiable ℝ (fderiv ℝ F) :=
    (hF.fderiv_right (m := 1) one_add_one_eq_two.le).differentiable (by norm_num)
  have eN : dN F = fun q => fderiv ℝ F q (1, 0) :=
    funext fun q => (partials_eq_fderiv (hd q)).1
  have eX : dX F = fun q => fderiv ℝ F q (0, 1) :=
    funext fun q => (partials_eq_fderiv (hd q)).2
  have hdN : Differentiable ℝ (dN F) := by
    rw [eN]
    exact hd2.clm_apply (differentiable_const _)
  have hdX : Differentiable ℝ (dX F) := by
    rw [eX]
    exact hd2.clm_apply (differentiable_const _)
  refine ⟨hdN, hdX, fun p => ?_⟩
  have key : ∀ v w : ℝ × ℝ, fderiv ℝ (fun q => fderiv ℝ F q w) p v
      = fderiv ℝ (fderiv ℝ F) p v w := by
    intro v w
    rw [((hd2 p).hasFDerivAt.clm_apply (hasFDerivAt_const w p)).fderiv]
    simp
  rw [(partials_eq_fderiv (hdX p)).1, (partials_eq_fderiv (hdN p)).2, eN, eX, key, key]
  -- symmetry of the second derivative
  exact second_derivative_symmetric (fun y => (hd y).hasFDerivAt) (hd2 p).hasFDerivAt _ _
```

## (d) How the charge follows the nuclei

**Task.** Let F be C² and N differentiable, with F_N(N(x), x) = μ for all x. At a point where F_NN > 0, show that

N′ = −F_Nx / F_NN.

**Solution.** Apply part (b) to F_N in place of F. The left side of the constraint has derivative F_NN N′ + F_Nx, and the right side is constant, so

F_NN N′ + F_Nx = 0.

Divide by F_NN.

The condition F_NN > 0 says that adding electrons at fixed geometry raises their chemical potential: charging the metal costs energy beyond the linear term. In Lean it is `hc`, required only at the point considered, while `hμ` holds along the whole path. The step `h.unique` equates the two derivatives of the constraint.

```lean
/-- Charge response: for a C² energy and a differentiable `N(x)` that keeps `F_N = μ`, the
electron number follows the nuclei at the rate `N' = -F_Nx / F_NN` wherever `F_NN > 0`. -/
theorem charge_response (hF : ContDiff ℝ 2 F) (hN : Differentiable ℝ N)
    (hμ : ∀ x, dN F (N x, x) = μ) (x : ℝ) (hc : 0 < dN (dN F) (N x, x)) :
    deriv N x = -dX (dN F) (N x, x) / dN (dN F) (N x, x) := by
  have h := hasDerivAt_along_path ((mixed_partials hF).1 (N x, x)) (hN x).hasDerivAt
  -- the chemical potential does not change along the path
  have hconst : (fun y => dN F (N y, y)) = fun _ => μ := funext hμ
  rw [hconst] at h
  have h0 := h.unique (hasDerivAt_const x μ)
  rw [eq_div_iff hc.ne']
  linarith
```

## (e) The force at fixed chemical potential

**Task.** Let F and N be differentiable, with F_N = μ at the point considered. Show that

G′(x) = F_x(N(x), x).

**Solution.** By part (b),

G′ = F_N N′ + F_x − μ N′ = (F_N − μ) N′ + F_x = F_x.

The charge may respond to the displacement, but its contribution to the slope is zero. Neither the sign of F_NN nor a second derivative is needed, and `hμ` is now a condition at one x only. In the proof, `rw [hμ]` replaces F_N by μ and `ring` performs the cancellation.

```lean
/-- Equal forces: for a differentiable energy and a differentiable `N(x)` with `F_N = μ` at
the point considered, the slope of the grand potential is `F_x` at fixed electron number. -/
theorem equal_forces (hF : Differentiable ℝ F) (hN : Differentiable ℝ N) (x : ℝ)
    (hμ : dN F (N x, x) = μ) :
    HasDerivAt (grandPotential F μ N) (dX F (N x, x)) x := by
  have h := (hasDerivAt_along_path (hF (N x, x)) (hN x).hasDerivAt).fun_sub
    ((hN x).hasDerivAt.const_mul μ)
  refine h.congr_deriv ?_
  rw [hμ]
  ring
```

## (f) The force constant at fixed chemical potential

**Task.** Under the hypotheses of part (d), show that

G″ = F_xx − F_Nx² / F_NN,

and that G″ < F_xx exactly when F_Nx ≠ 0.

**Solution.** Part (e) holds at every x, so G′(x) = F_x(N(x), x) as functions. Apply part (b) to F_x, then parts (c) and (d):

G″ = F_xN N′ + F_xx = F_Nx (−F_Nx / F_NN) + F_xx.

Since F_NN > 0, the subtracted term F_Nx² / F_NN is never negative, and it vanishes only for F_Nx = 0. The force constant drops precisely when displacing the nuclei at fixed charge changes the chemical potential to first order.

For a metal electrode described by one coordinate and a smooth F, a relaxation at fixed μ can therefore use the force evaluated at the current N(x), whereas the curvature at fixed N is too large whenever F_Nx ≠ 0.

The same algebra compares isothermal and adiabatic springs. Replace N by the entropy S, μ by the temperature and F by the internal energy U(S, x) with U_SS > 0: the isothermal force constant does not exceed the adiabatic one.

In Lean, `hG` is the equality of functions, `h2` is the formula for G″, and `sub_lt_self_iff` reduces the comparison to the sign of the subtracted term.

```lean
/-- Let `F` be C² and let a differentiable `N(x)` keep `F_N = μ`. Where `F_NN > 0`, the grand
potential has `G' = F_x` and `G'' = F_xx - F_Nx² / F_NN`, and `G''` is smaller than `F_xx`
exactly when `F_Nx ≠ 0`. -/
theorem force_constant_at_fixed_potential (hF : ContDiff ℝ 2 F) (hN : Differentiable ℝ N)
    (hμ : ∀ x, dN F (N x, x) = μ) (x : ℝ) (hc : 0 < dN (dN F) (N x, x)) :
    HasDerivAt (grandPotential F μ N) (dX F (N x, x)) x ∧
    HasDerivAt (deriv (grandPotential F μ N))
      (dX (dX F) (N x, x) - dX (dN F) (N x, x) ^ 2 / dN (dN F) (N x, x)) x ∧
    (deriv (deriv (grandPotential F μ N)) x < dX (dX F) (N x, x) ↔
      dX (dN F) (N x, x) ≠ 0) := by
  have hd : Differentiable ℝ F := hF.differentiable (by norm_num)
  have hG : deriv (grandPotential F μ N) = fun y => dX F (N y, y) :=
    funext fun y => (equal_forces hd hN y (hμ y)).deriv
  obtain ⟨-, hdX, hsymm⟩ := mixed_partials hF
  have h2 : HasDerivAt (deriv (grandPotential F μ N))
      (dX (dX F) (N x, x) - dX (dN F) (N x, x) ^ 2 / dN (dN F) (N x, x)) x := by
    rw [hG]
    refine (hasDerivAt_along_path (hdX (N x, x)) (hN x).hasDerivAt).congr_deriv ?_
    -- insert the charge response
    rw [hsymm, charge_response hF hN hμ x hc]
    ring
  refine ⟨equal_forces hd hN x (hμ x), h2, ?_⟩
  rw [h2.deriv, sub_lt_self_iff]
  constructor
  · intro h h0
    simp [h0] at h
  · intro h
    positivity
```

## (g) The electron number as a minimiser

**Task.** Let F be C². Fix x and suppose F_NN(m, x) > 0 for every real m. If F_N(n₀, x) = μ and n ≠ n₀, show that

F(n₀, x) − μ n₀ < F(n, x) − μ n.

**Solution.** Put g(m) = F(m, x) − μ m. Then g′(m) = F_N(m, x) − μ is strictly increasing and vanishes at n₀. If n > n₀, the mean value theorem gives a c between them with

g(n) − g(n₀) = g′(c)(n − n₀) > 0.

If n < n₀, then g(n₀) − g(n) = g′(c)(n₀ − n) < 0, because now c < n₀.

So the condition F_N = μ picks out the charge that the reservoir would select by minimising F − μN. The positivity is required along the whole line of fixed x, which is more than part (f) asks. In Lean, `hmono` is the monotonicity, `mvt` the mean value step, and the final case split treats the two sides of n₀.

```lean
/-- If `F` is C² and `F_NN > 0` for every electron number at the geometry `x`, then a number
`n₀` with `F_N = μ` gives `F - μ N` a strictly lower value than any other number. -/
theorem electron_number_minimizes (hF : ContDiff ℝ 2 F) {x n₀ n : ℝ}
    (hc : ∀ m, 0 < dN (dN F) (m, x)) (hμ : dN F (n₀, x) = μ) (hn : n ≠ n₀) :
    F (n₀, x) - μ * n₀ < F (n, x) - μ * n := by
  have hd : Differentiable ℝ F := hF.differentiable (by norm_num)
  have hmono : StrictMono (fun m => dN F (m, x)) := strictMono_of_deriv_pos hc
  have hder : ∀ m, HasDerivAt (fun m => F (m, x) - μ * m) (dN F (m, x) - μ) m := by
    intro m
    have hs : DifferentiableAt ℝ (fun m => F (m, x)) m := by fun_prop
    have h1 : HasDerivAt (fun m => F (m, x)) (dN F (m, x)) m := hs.hasDerivAt
    exact (h1.fun_sub ((hasDerivAt_id' m).const_mul μ)).congr_deriv (by ring)
  -- the mean value theorem between the two electron numbers
  have mvt : ∀ a b : ℝ, a < b → ∃ c ∈ Ioo a b,
      (dN F (c, x) - μ) * (b - a) = (F (b, x) - μ * b) - (F (a, x) - μ * a) := by
    intro a b hab
    obtain ⟨c, hcm, h⟩ := exists_hasDerivAt_eq_slope (fun m => F (m, x) - μ * m)
      (fun m => dN F (m, x) - μ) hab
      (fun m _ => (hder m).continuousAt.continuousWithinAt) (fun m _ => hder m)
    exact ⟨c, hcm, (eq_div_iff (sub_pos.mpr hab).ne').mp h⟩
  rcases lt_or_gt_of_ne hn with h | h
  · obtain ⟨c, hcm, e⟩ := mvt n n₀ h
    have h1 : dN F (c, x) < dN F (n₀, x) := hmono hcm.2
    have h2 := mul_neg_of_neg_of_pos (show dN F (c, x) - μ < 0 by linarith) (sub_pos.mpr h)
    linarith
  · obtain ⟨c, hcm, e⟩ := mvt n₀ n h
    have h1 : dN F (n₀, x) < dN F (c, x) := hmono hcm.1
    have h2 := mul_pos (show 0 < dN F (c, x) - μ by linarith) (sub_pos.mpr h)
    linarith
```

## (h) A quadratic metal

Take a charging curvature a, a charge–displacement coupling b and a spring constant k at fixed charge:

F(N, x) = (a/2) N² + b N x + (k/2) x².

```lean
/-- A quadratic energy with charging curvature `a`, charge-displacement coupling `b` and
spring constant `k`. -/
def quadraticEnergy (a b k : ℝ) (p : ℝ × ℝ) : ℝ :=
  a / 2 * p.1 ^ 2 + b * p.1 * p.2 + k / 2 * p.2 ^ 2
```

**Task.** For a > 0, show that N(x) = (μ − b x)/a keeps F_N = μ, that F_NN = a everywhere, and that

G″ = k − b²/a.

**Solution.** The first derivatives are F_N = aN + bx and F_x = bN + kx. Inserting the path gives F_N = (μ − bx) + bx = μ. The second derivatives are F_NN = a, F_Nx = b and F_xx = k, and part (f) gives the force constant.

As a → ∞ at fixed b and k, the charge stops responding and the force constant returns to k. At the other end, if k > 0 but b² > ak, a spring that is stable at fixed charge is unstable at fixed chemical potential.

The Lean proof computes the derivatives in `eN`, `eX`, `eNN`, `eNX` and `eXX`, verifies the hypotheses of part (f), and inserts the values. The example also shows that those hypotheses can be met for every a > 0 and all real b, k and μ.

```lean
/-- For the quadratic energy with `a > 0`, the path `N(x) = (μ - b x) / a` keeps `F_N = μ`,
`F_NN` equals `a`, and the force constant at fixed chemical potential is `k - b² / a`. -/
theorem quadraticEnergy_witness (a b k μ x : ℝ) (ha : 0 < a) :
    (∀ y, dN (quadraticEnergy a b k) ((μ - b * y) / a, y) = μ) ∧
    (∀ p, dN (dN (quadraticEnergy a b k)) p = a) ∧
    HasDerivAt (deriv (grandPotential (quadraticEnergy a b k) μ fun y => (μ - b * y) / a))
      (k - b ^ 2 / a) x := by
  have eN : dN (quadraticEnergy a b k) = fun p => a * p.1 + b * p.2 := by
    funext p
    refine HasDerivAt.deriv ((((((hasDerivAt_id' p.1).fun_pow 2).const_mul (a / 2)).fun_add
      (((hasDerivAt_id' p.1).const_mul b).mul_const p.2)).add_const
      (k / 2 * p.2 ^ 2)).congr_deriv ?_)
    simp only [Nat.cast_ofNat, Nat.reduceSub, pow_one]
    ring
  have eX : dX (quadraticEnergy a b k) = fun p => b * p.1 + k * p.2 := by
    funext p
    refine HasDerivAt.deriv (((((hasDerivAt_id' p.2).const_mul (b * p.1)).const_add
      (a / 2 * p.1 ^ 2)).fun_add
      (((hasDerivAt_id' p.2).fun_pow 2).const_mul (k / 2))).congr_deriv ?_)
    simp only [Nat.cast_ofNat, Nat.reduceSub, pow_one]
    ring
  have eNN : ∀ p, dN (dN (quadraticEnergy a b k)) p = a := by
    intro p
    rw [eN]
    exact (((hasDerivAt_id' p.1).const_mul a).add_const (b * p.2)).deriv.trans (mul_one a)
  have eNX : ∀ p, dX (dN (quadraticEnergy a b k)) p = b := by
    intro p
    rw [eN]
    exact (((hasDerivAt_id' p.2).const_mul b).const_add (a * p.1)).deriv.trans (mul_one b)
  have eXX : ∀ p, dX (dX (quadraticEnergy a b k)) p = k := by
    intro p
    rw [eX]
    exact (((hasDerivAt_id' p.2).const_mul k).const_add (b * p.1)).deriv.trans (mul_one k)
  have hμ : ∀ y, dN (quadraticEnergy a b k) ((μ - b * y) / a, y) = μ := by
    intro y
    rw [eN]
    change a * ((μ - b * y) / a) + b * y = μ
    rw [mul_div_cancel₀ _ ha.ne']
    ring
  have hF : ContDiff ℝ 2 (quadraticEnergy a b k) := by
    unfold quadraticEnergy
    fun_prop
  have hN : Differentiable ℝ (fun y : ℝ => (μ - b * y) / a) := by fun_prop
  have h := (force_constant_at_fixed_potential hF hN hμ x (by rw [eNN]; exact ha)).2.1
  rw [eNN, eNX, eXX] at h
  exact ⟨hμ, eNN, h⟩

end

end ForcesInMetals
```

```lean
#print axioms ForcesInMetals.force_constant_at_fixed_potential
#print axioms ForcesInMetals.electron_number_minimizes
```

```
'ForcesInMetals.force_constant_at_fixed_potential' depends on axioms: [propext, Classical.choice, Quot.sound]
'ForcesInMetals.electron_number_minimizes' depends on axioms: [propext, Classical.choice, Quot.sound]
```
